# For centred normal densities, the squared importance weight has a finite mean exactly when the proposal variance exceeds half the target variance

A classical particle in a harmonic well has been sampled at one temperature, and averages are wanted at another. Each sample $x$ is reweighted by $w = p(x)/q(x)$, where $p$ is the target density and $q$ the sampled one, called the proposal. Both are normal. In units where $p$ has variance 1, $q$ has variance $s^2$, the ratio of the sampled temperature to the target temperature. The statistical error of the weights depends on their second moment under $q$,
$$\int q\,w^2\,dx = \int \frac{p^2}{q}\,dx .$$
For this model it is finite exactly when the sampled temperature is more than half the target one.

## The densities and the integrand

In Lean 4 with Mathlib:

```lean
import Mathlib

open MeasureTheory Filter

namespace GaussianImportanceWeights

noncomputable section
```

This loads the mathematical library Mathlib and opens a namespace for the names below.

```lean
/-- The centred normal density with standard deviation `s`, for `s > 0`. -/
def gaussDensity (s x : ℝ) : ℝ :=
  Real.exp (-x ^ 2 / (2 * s ^ 2)) / (s * √(2 * Real.pi))
```

A `def` introduces a function, here
$$q_s(x) = \frac{e^{-x^2/(2s^2)}}{s\sqrt{2\pi}} .$$
The target is $p = q_1$, written `gaussDensity 1`. The definition accepts any real $s$; the theorems require $s>0$.

```lean
/-- The integrand `p² / q` for the standard normal target `p` and the centred normal
proposal `q` of standard deviation `s > 0`. -/
def weightSq (s x : ℝ) : ℝ := gaussDensity 1 x ^ 2 / gaussDensity s x
```

`weightSq s` is the integrand $p^2/q_s$. It is $w^2$ multiplied by $q_s$, not $w^2$ alone.

```lean
/-- The normal density is positive everywhere. -/
theorem gaussDensity_pos {s : ℝ} (hs : 0 < s) (x : ℝ) : 0 < gaussDensity s x := by
  unfold gaussDensity
  positivity
```

A theorem lists its hypotheses, then its claim after the colon, then its proof after `:= by`. Here `hs` names the assumption $s>0$. An exponential divided by a positive number is positive, and `positivity` checks this.

```lean
/-- The normal density is integrable and has total probability one. -/
theorem gaussDensity_normalised {s : ℝ} (hs : 0 < s) :
    Integrable (gaussDensity s) ∧ ∫ x, gaussDensity s x = 1 := by
  have hf : gaussDensity s = fun x =>
      (s * √(2 * Real.pi))⁻¹ * Real.exp (-(1 / (2 * s ^ 2)) * x ^ 2) := by
    funext x
    have h : -x ^ 2 / (2 * s ^ 2) = -(1 / (2 * s ^ 2)) * x ^ 2 := by ring
    unfold gaussDensity
    rw [h, div_eq_inv_mul]
  have hb : 0 < 1 / (2 * s ^ 2) := by positivity
  rw [hf]
  refine ⟨(integrable_exp_neg_mul_sq hb).const_mul _, ?_⟩
  have hv : Real.pi / (1 / (2 * s ^ 2)) = s ^ 2 * (2 * Real.pi) := by
    rw [div_div_eq_mul_div, div_one]
    ring
  have hne : s * √(2 * Real.pi) ≠ 0 := by positivity
  rw [integral_const_mul, integral_gaussian, hv, Real.sqrt_mul (sq_nonneg s),
    Real.sqrt_sq hs.le]
  exact inv_mul_cancel₀ hne
```

For the continuous functions used here, `Integrable` means that the absolute value has a finite integral. With $b = 1/(2s^2)$, the Gaussian integral gives
$$\int e^{-bx^2}dx = \sqrt{\pi/b} = s\sqrt{2\pi},$$
which cancels the prefactor. The proof rewrites the density in this form and applies `integral_gaussian`.

```lean
/-- The integrand `p² / q` is a positive constant times `exp (-a x²)`, where `a = 1 - 1 / (2 s²)`
may have either sign or be zero. -/
theorem weightSq_eq {s : ℝ} (hs : 0 < s) (x : ℝ) :
    weightSq s x =
      s / √(2 * Real.pi) * Real.exp (-(1 - 1 / (2 * s ^ 2)) * x ^ 2) := by
  have h : Real.exp (-(1 - 1 / (2 * s ^ 2)) * x ^ 2) =
      Real.exp (-x ^ 2 / (2 * 1 ^ 2)) ^ 2 / Real.exp (-x ^ 2 / (2 * s ^ 2)) := by
    rw [← Real.exp_nat_mul, ← Real.exp_sub]
    congr 1
    push_cast
    ring
  have key : ∀ a b r : ℝ, b ≠ 0 → r ≠ 0 →
      (a / (1 * r)) ^ 2 / (b / (s * r)) = s / r * (a ^ 2 / b) := by
    intro a b r hb hr
    field_simp
  rw [h]
  exact key _ _ _ (Real.exp_ne_zero _) (by positivity)
```

The prefactors combine to $\frac{1}{2\pi}\cdot s\sqrt{2\pi} = s/\sqrt{2\pi}$, and the exponents to $-x^2 + x^2/(2s^2)$. Hence
$$\frac{p^2}{q_s} = \frac{s}{\sqrt{2\pi}}\,e^{-a x^2},\qquad a = 1-\frac{1}{2s^2}.$$
In the proof, `h` handles the exponents and `key` the prefactors.

## The threshold and the value

```lean
/-- For `s > 0` with `s² > 1/2`, the value `s² / √(2 s² - 1)` is at least one, and it equals one
exactly when `s = 1`. -/
theorem secondMoment_bound {s : ℝ} (hs : 0 < s) (h : 1 / 2 < s ^ 2) :
    1 ≤ s ^ 2 / √(2 * s ^ 2 - 1) ∧ (s ^ 2 / √(2 * s ^ 2 - 1) = 1 ↔ s = 1) := by
  have hd : 0 < 2 * s ^ 2 - 1 := by linarith
  have hr : 0 < √(2 * s ^ 2 - 1) := Real.sqrt_pos.mpr hd
  constructor
  · rw [one_le_div hr, Real.sqrt_le_iff]
    exact ⟨sq_nonneg s, by nlinarith [sq_nonneg (s ^ 2 - 1)]⟩
  · rw [div_eq_one_iff_eq hr.ne']
    constructor
    · intro he
      have h1 := Real.sq_sqrt hd.le
      rw [← he] at h1
      have h2 : (s ^ 2 - 1) ^ 2 = 0 := by linear_combination h1
      have h3 : s ^ 2 - 1 = 0 := pow_eq_zero_iff (two_ne_zero) |>.mp h2
      have h4 : (s - 1) * (s + 1) = 0 := by linear_combination h3
      rcases mul_eq_zero.mp h4 with h5 | h5 <;> linarith
    · intro he
      subst he
      norm_num
```

Write $M = s^2/\sqrt{2s^2-1}$. Since $s^2>1/2$, the root is positive, and $M\ge 1$ means $s^2\ge\sqrt{2s^2-1}$. Squaring turns this into $s^4-2s^2+1=(s^2-1)^2\ge 0$, the square handed to `nlinarith`. Equality forces $s^2=1$, and $s>0$ leaves only $s=1$.

```lean
/-- The function `p² / q` is integrable exactly when the proposal variance exceeds one half,
and its integral is then `s² / √(2 s² - 1)`, which is at least one. -/
theorem gaussian_weight_secondMoment {s : ℝ} (hs : 0 < s) :
    (Integrable (weightSq s) ↔ 1 / 2 < s ^ 2) ∧
    (1 / 2 < s ^ 2 → ∫ x, weightSq s x = s ^ 2 / √(2 * s ^ 2 - 1) ∧
      1 ≤ ∫ x, weightSq s x) := by
  have hf : weightSq s = fun x =>
      s / √(2 * Real.pi) * Real.exp (-(1 - 1 / (2 * s ^ 2)) * x ^ 2) :=
    funext (weightSq_eq hs)
  have hc : s / √(2 * Real.pi) ≠ 0 := by positivity
  constructor
  · -- `exp (-a x²)` is integrable exactly when `a > 0`
    rw [hf, integrable_const_mul_iff hc.isUnit, integrable_exp_neg_mul_sq_iff, sub_pos,
      div_lt_one (by positivity)]
    constructor <;> intro h <;> linarith
  · intro h
    have hd : 0 < 2 * s ^ 2 - 1 := by linarith
    have hval : ∫ x, weightSq s x = s ^ 2 / √(2 * s ^ 2 - 1) := by
      have hb : 1 - 1 / (2 * s ^ 2) = (2 * s ^ 2 - 1) / (2 * s ^ 2) := by
        field_simp
      have hv : Real.pi / (1 - 1 / (2 * s ^ 2)) =
          (2 * Real.pi) * (s ^ 2 / (2 * s ^ 2 - 1)) := by
        rw [hb, div_div_eq_mul_div]
        ring
      have key : ∀ r d : ℝ, r ≠ 0 → s / r * (r * (s / d)) = s ^ 2 / d := by
        intro r d hr
        field_simp
      rw [hf, integral_const_mul, integral_gaussian, hv,
        Real.sqrt_mul (show (0 : ℝ) ≤ 2 * Real.pi by positivity),
        Real.sqrt_div (sq_nonneg s), Real.sqrt_sq hs.le]
      exact key _ _ (by positivity)
    exact ⟨hval, hval ▸ (secondMoment_bound hs h).1⟩
```

This is the main theorem. The function $e^{-ax^2}$ is integrable exactly when $a>0$, that is, when $s^2>1/2$; `integrable_exp_neg_mul_sq_iff` supplies this equivalence. Then $\pi/a = 2\pi s^2/(2s^2-1)$, so
$$\int\frac{p^2}{q_s}\,dx = \frac{s}{\sqrt{2\pi}}\sqrt{\frac{\pi}{a}} = \frac{s^2}{\sqrt{2s^2-1}} = M,$$
and the previous theorem gives $M\ge1$.

At $s^2=1/2$ the condition fails: $a=0$, and the integrand is the constant $1/(2\sqrt{\pi})$, whose integral over the line is infinite. The mean weight $\int p\,dx$ is still 1, but the variance of the weight is infinite.

```lean
/-- The mean square deviation of the importance weight `p / q` from one, under the
proposal `q`, is `s² / √(2 s² - 1) - 1` when `s² > 1/2`. -/
theorem weight_variance {s : ℝ} (hs : 0 < s) (h : 1 / 2 < s ^ 2) :
    ∫ x, gaussDensity s x * (gaussDensity 1 x / gaussDensity s x - 1) ^ 2 =
      s ^ 2 / √(2 * s ^ 2 - 1) - 1 := by
  obtain ⟨hp, hp1⟩ := gaussDensity_normalised one_pos
  obtain ⟨hq, hq1⟩ := gaussDensity_normalised hs
  have hw := (gaussian_weight_secondMoment hs).1.mpr h
  -- expand the square into three integrable pieces
  have hf : (fun x => gaussDensity s x * (gaussDensity 1 x / gaussDensity s x - 1) ^ 2) =
      fun x => (weightSq s x - 2 * gaussDensity 1 x) + gaussDensity s x := by
    funext x
    have hne := (gaussDensity_pos hs x).ne'
    unfold weightSq
    generalize gaussDensity s x = q at *
    generalize gaussDensity 1 x = p
    field_simp
    ring
  have h2 : Integrable (fun x => 2 * gaussDensity 1 x) := hp.const_mul 2
  have h1 : Integrable (fun x => weightSq s x - 2 * gaussDensity 1 x) := hw.sub h2
  rw [hf, integral_add h1 hq, integral_sub hw h2, integral_const_mul, hp1, hq1,
    ((gaussian_weight_secondMoment hs).2 h).1]
  ring
```

Because the mean weight is 1, the left side is the variance of $w$ under $q_s$. Expanding the square gives
$$q_s\left(\frac{p}{q_s}-1\right)^2 = \frac{p^2}{q_s}-2p+q_s ,$$
which integrates to $M-2+1=M-1$. The proof first shows that the pieces are integrable, as splitting the integral requires.

In a program, one draws $x_k$ from $q_s$ and computes $\log w_k = \log s - \tfrac12(1-1/s^2)x_k^2$. For $N$ independent draws, the average weight has variance $(M-1)/N$.

## Many coordinates

```lean
/-- When `s² > 1/2`, the integral of `p² / q` for `n` independent coordinates is the `n`-th power of
the one-dimensional value. -/
theorem secondMoment_dimension {s : ℝ} (hs : 0 < s) (h : 1 / 2 < s ^ 2) (n : ℕ) :
    ∫ x : Fin n → ℝ, (∏ i, gaussDensity 1 (x i)) ^ 2 / ∏ i, gaussDensity s (x i) =
      (s ^ 2 / √(2 * s ^ 2 - 1)) ^ n := by
  have hf : (fun x : Fin n → ℝ =>
      (∏ i, gaussDensity 1 (x i)) ^ 2 / ∏ i, gaussDensity s (x i)) =
      fun x => ∏ i, weightSq s (x i) := by
    funext x
    simp only [weightSq, Finset.prod_div_distrib, Finset.prod_pow]
  rw [hf, integral_fintype_prod_volume_eq_pow, Fintype.card_fin,
    ((gaussian_weight_secondMoment hs).2 h).1]
```

The type `Fin n → ℝ` holds $n$ real coordinates, and `∏ i` is a product over them. Target and proposal both factorise, so the integrand is a product of one-dimensional factors and its integral is $M^n$. For $n=0$ both sides are 1.

```lean
/-- If `s² > 1/2` and the proposal width `s` differs from the target width 1, the integral of `p² /
q` grows without bound as the number of independent coordinates increases. -/
theorem secondMoment_diverges {s : ℝ} (hs : 0 < s) (h : 1 / 2 < s ^ 2) (h1 : s ≠ 1) :
    Tendsto (fun n : ℕ => ∫ x : Fin n → ℝ,
      (∏ i, gaussDensity 1 (x i)) ^ 2 / ∏ i, gaussDensity s (x i)) atTop atTop := by
  obtain ⟨hle, heq⟩ := secondMoment_bound hs h
  have hlt : 1 < s ^ 2 / √(2 * s ^ 2 - 1) :=
    lt_of_le_of_ne hle (fun e => h1 (heq.mp e.symm))
  simp only [secondMoment_dimension hs h]
  exact tendsto_pow_atTop_atTop_of_one_lt hlt

end

end GaussianImportanceWeights
```

`Tendsto … atTop atTop` says that the integral grows beyond every bound as $n\to\infty$. If $s\ne1$, then $M>1$, and so $M^n\to\infty$. The assumption $s\neq1$ matters: at $s=1$ the integral is 1 for every $n$.

For $s^2=2$, $M\approx1.155$ looks harmless, yet 100 coordinates give $M^{100}\approx1.8\times10^6$. One measure of the loss is the effective sample size $(\sum_k w_k)^2/\sum_k w_k^2$. In this model of independent coordinates with equal widths, its ratio to the number $N$ of independent draws tends to $1/M^n$ as $N\to\infty$ at fixed $n$. The effective sample size is never below 1, so $N/M^n$ does not estimate it when $N$ is smaller than $M^n$.

```lean
#print axioms GaussianImportanceWeights.weight_variance
#print axioms GaussianImportanceWeights.secondMoment_diverges
```

```
'GaussianImportanceWeights.weight_variance' depends on axioms: [propext, Classical.choice, Quot.sound]
'GaussianImportanceWeights.secondMoment_diverges' depends on axioms: [propext, Classical.choice, Quot.sound]
```
